# Geometric phase of the upper state around a gapped two-state conical intersection

For every real $D$ and every $r>0$, put $E=\sqrt{D^2+r^2}$ and let $\theta$ be a real angle. The Hamiltonian

$$H(\theta)=\begin{pmatrix} D & r e^{-i\theta}\\ r e^{i\theta} & -D\end{pmatrix}$$

has the $2\pi$-periodic unit eigenvector

$$u(\theta)=\frac{1}{\sqrt{2E(E+D)}}\begin{pmatrix}E+D\\ r e^{i\theta}\end{pmatrix}$$

with energy $E$, and

$$\gamma=\int_0^{2\pi}-i\langle u,u'\rangle\,d\theta=\pi\left(1-\frac DE\right).$$

At fixed $r$ this phase is $\pi$ for $D=0$ and strictly decreasing in $D$. The factor $e^{i\gamma}$ equals $-1$ exactly when $D=0$.

Here $\langle\cdot,\cdot\rangle$ is conjugate-linear in its first argument and the prime denotes $d/d\theta$. For simulations of nuclear motion that attach a sign change to a loop around an intersection, the result says that in this two-state model with constant splitting the sign is exact for the upper state only when the splitting vanishes.

## Two electronic states on a circular loop

The two basis states are diabatic electronic states. The nuclei move on a circle of radius $\rho$ about the centre of the intersection, at polar angle $\theta$, and a linear coupling constant $k$ gives the off-diagonal strength $r=k\rho$. The code keeps only the product $r$. The condition $r>0$ means that the coupling does not vanish anywhere on the loop.

The parameter $D$ is a diagonal splitting that stays the same all the way round. One physical source of such a term is spin–orbit coupling, which for a fixed spin projection can shift the two complex orbital states of a degenerate pair in opposite directions. It opens a gap $2|D|$ at the centre, so a true intersection remains only for $D=0$.

```lean
import Mathlib

open Matrix
open Complex (I)
open scoped Real

namespace GappedConicalIntersection

noncomputable section
```

The eigenvalues of $H$ are $\pm E$, because $H$ is traceless and $H^2=(D^2+r^2)\,\mathbb 1$. The upper one is a real function of $D$ and $r$, independent of $\theta$.

```lean
/-- The upper adiabatic energy `E = √(D² + r²)` for splitting `D` and coupling `r`. -/
def energy (D r : ℝ) : ℝ := Real.sqrt (D ^ 2 + r ^ 2)
```

The Hamiltonian is a complex $2\times2$ matrix that depends on three real numbers. Lean's index `0` labels the diabatic state with energy $D$, and index `1` the one with energy $-D$.

```lean
/-- The two-state electronic Hamiltonian at angle `θ` on a loop with coupling strength `r`
and diagonal splitting `D`. -/
def hamiltonian (D r θ : ℝ) : Matrix (Fin 2) (Fin 2) ℂ :=
  !![(D : ℂ), r * Complex.exp (-(θ * I)); r * Complex.exp (θ * I), -(D : ℂ)]
```

## The single-valued upper state

The vector $(E+D,\;re^{i\theta})$ has squared length

$$(E+D)^2+r^2=(E+D)^2+(E-D)(E+D)=2E(E+D),$$

so its norm is $N=\sqrt{2E(E+D)}$.

```lean
/-- The normalisation `√(2E(E + D))` of the upper adiabatic state. -/
def normalisation (D r : ℝ) : ℝ := Real.sqrt (2 * energy D r * (energy D r + D))
```

Dividing by $N$ gives $u(\theta)$, represented as a function from the two-element index type to $\mathbb C$. Its first component is real and positive for $r>0$, which fixes the phase of the state at each angle.

```lean
/-- The adiabatic state `(E + D, r exp(iθ)) / √(2E(E + D))`. -/
def adiabaticState (D r θ : ℝ) : Fin 2 → ℂ :=
  ![(((energy D r + D) / normalisation D r : ℝ) : ℂ),
    ((r / normalisation D r : ℝ) : ℂ) * Complex.exp (θ * I)]
```

## Connection and phase

The connection is $A(\theta)=-i\langle u(\theta),u'(\theta)\rangle$. In the code, `star (u θ) ⬝ᵥ deriv u θ` is the inner product with the first vector conjugated, and `deriv` is the actual derivative of the family of states.

```lean
/-- The Berry connection `-i⟨u, u'⟩` of a family of two-component states. -/
def berryConnection (u : ℝ → Fin 2 → ℂ) (θ : ℝ) : ℂ :=
  -I * (star (u θ) ⬝ᵥ deriv u θ)
```

The phase is the integral of $A$ over one turn. Many texts use $+i$ in place of $-i$; that convention reverses the sign of the phase and conjugates the factor $e^{i\gamma}$, which leaves the condition $e^{i\gamma}=-1$ unchanged. Both definitions take values in $\mathbb C$, and the reality of the result comes from the calculation.

The integral is a property of the family $u(\theta)$; no time evolution or adiabatic limit enters. Because $u$ returns to itself after one turn, the integral gives the geometric phase of the loop up to multiples of $2\pi$. Another smooth periodic choice of eigenvector, such as $e^{i\theta}u(\theta)$, can shift the integral by such a multiple, but the factor $e^{i\gamma}$ stays the same.

```lean
/-- The integral of the Berry connection over one turn, `0 ≤ θ ≤ 2π`. -/
def berryPhase (u : ℝ → Fin 2 → ℂ) : ℂ :=
  ∫ θ in (0 : ℝ)..(2 * π), berryConnection u θ
```

## Energy and populations

Squaring the definition gives $E^2=D^2+r^2$. Since $r^2>0$, this exceeds $D^2$, and therefore $|D|<E$. In particular $E>0$ and $E+D>0$ for either sign of $D$, so $N$ is nonzero. The proof follows the same route, with `abs_lt_of_sq_lt_sq` passing from squares to absolute values.

```lean
/-- The adiabatic energy satisfies `E² = D² + r²`, and it exceeds `|D|` when the coupling
is positive. -/
theorem energy_spec (D r : ℝ) (hr : 0 < r) :
    energy D r ^ 2 = D ^ 2 + r ^ 2 ∧ |D| < energy D r := by
  have h : energy D r ^ 2 = D ^ 2 + r ^ 2 := Real.sq_sqrt (by positivity)
  refine ⟨h, abs_lt_of_sq_lt_sq ?_ (Real.sqrt_nonneg _)⟩
  have := pow_pos hr 2
  linarith
```

The populations of the two diabatic states are

$$\frac{(E+D)^2}{2E(E+D)}=\frac{E+D}{2E}=\frac12\left(1+\frac DE\right),$$

$$\frac{r^2}{2E(E+D)}=\frac{(E-D)(E+D)}{2E(E+D)}=\frac12\left(1-\frac DE\right).$$

The Lean proof clears the denominator $2E(E+D)$, writes $x$ for $D/E$ and uses $xE=D$. Each `linear_combination` then closes a polynomial identity, the second with the help of $E^2=D^2+r^2$.

```lean
/-- For positive coupling the squared amplitudes of the adiabatic state on the two diabatic states
are `(1 + D/E)/2` and `(1 - D/E)/2`. -/
theorem populations (D r : ℝ) (hr : 0 < r) :
    ((energy D r + D) / normalisation D r) ^ 2 = (1 + D / energy D r) / 2 ∧
      (r / normalisation D r) ^ 2 = (1 - D / energy D r) / 2 := by
  obtain ⟨hsq, habs⟩ := energy_spec D r hr
  have hE : 0 < energy D r := lt_of_le_of_lt (abs_nonneg D) habs
  have hED : 0 < energy D r + D := by linarith [(abs_lt.mp habs).1]
  have hpos : 0 < 2 * energy D r * (energy D r + D) := by positivity
  have hN : normalisation D r ^ 2 = 2 * energy D r * (energy D r + D) :=
    Real.sq_sqrt hpos.le
  have hx : D / energy D r * energy D r = D := div_mul_cancel₀ D hE.ne'
  rw [div_pow, div_pow, hN, div_eq_iff hpos.ne', div_eq_iff hpos.ne']
  generalize D / energy D r = x at hx ⊢
  constructor
  · linear_combination -(energy D r + D) * hx
  · linear_combination (energy D r + D) * hx - hsq
```

## Unit norm, eigenvalue and periodicity

Both the norm and the connection need an inner product with $u$ on the left. For any complex $a,b$,

$$\left\langle u,\begin{pmatrix}a\\b\end{pmatrix}\right\rangle=\frac{E+D}{N}\,a+\frac rN\,e^{-i\theta}\,b.$$

The only conjugation that matters is $\overline{e^{i\theta}}=e^{-i\theta}$, recorded as `hc`.

```lean
/-- The overlap of the adiabatic state with an arbitrary two-component vector. -/
theorem adiabaticState_overlap (D r θ : ℝ) (a b : ℂ) :
    star (adiabaticState D r θ) ⬝ᵥ ![a, b] =
      (((energy D r + D) / normalisation D r : ℝ) : ℂ) * a +
        ((r / normalisation D r : ℝ) : ℂ) * Complex.exp (-(θ * I)) * b := by
  have hc : (starRingEnd ℂ) (Complex.exp (θ * I)) = Complex.exp (-(θ * I)) := by
    rw [← Complex.exp_conj]
    simp
  simp [adiabaticState, dotProduct, Fin.sum_univ_two, hc]
```

Periodicity follows from $e^{i(\theta+2\pi)}=e^{i\theta}$. For the norm, the factors $e^{-i\theta}$ and $e^{i\theta}$ cancel and the two populations add to one:

$$\langle u,u\rangle=\frac12\left(1+\frac DE\right)+\frac12\left(1-\frac DE\right)=1.$$

For the eigenvalue equation, the components of $N\,Hu$ are

$$D(E+D)+r^2e^{-i\theta}e^{i\theta}=DE+D^2+r^2=E(E+D),$$

$$re^{i\theta}(E+D)-D\,re^{i\theta}=E\,re^{i\theta},$$

which are $E$ times the components of $N\,u$.

The theorem states periodicity first, and then, for every $\theta$, the unit norm and $Hu=Eu$. In the proof, `he` is the cancellation of the exponentials. The eigenvalue equation is split by component: the first uses `he` and the energy relation, while the second is pure algebra.

```lean
/-- For positive coupling the adiabatic state is `2π`-periodic, has unit norm, and is an
eigenvector of the Hamiltonian with energy `E`. -/
theorem adiabaticState_spec (D r : ℝ) (hr : 0 < r) :
    Function.Periodic (adiabaticState D r) (2 * π) ∧
      ∀ θ, star (adiabaticState D r θ) ⬝ᵥ adiabaticState D r θ = 1 ∧
        hamiltonian D r θ *ᵥ adiabaticState D r θ =
          (energy D r : ℂ) • adiabaticState D r θ := by
  refine ⟨fun θ => ?_, fun θ => ?_⟩
  · have h : Complex.exp (((θ + 2 * π : ℝ) : ℂ) * I) = Complex.exp (θ * I) := by
      rw [show ((θ + 2 * π : ℝ) : ℂ) * I = θ * I + 2 * π * I by push_cast; ring,
        Complex.exp_add, Complex.exp_two_pi_mul_I, mul_one]
    simp only [adiabaticState, h]
  have he : Complex.exp (-(θ * I)) * Complex.exp (θ * I) = 1 := by
    rw [← Complex.exp_add, neg_add_cancel, Complex.exp_zero]
  constructor
  · -- the two populations add up to one
    obtain ⟨h1, h2⟩ := populations D r hr
    have hn : (((energy D r + D) / normalisation D r : ℝ) : ℂ) ^ 2 +
        ((r / normalisation D r : ℝ) : ℂ) ^ 2 = 1 := by
      rw [← Complex.ofReal_pow, ← Complex.ofReal_pow, h1, h2]
      push_cast
      ring
    have ho := adiabaticState_overlap D r θ
      (((energy D r + D) / normalisation D r : ℝ) : ℂ)
      (((r / normalisation D r : ℝ) : ℂ) * Complex.exp (θ * I))
    refine Eq.trans ho ?_
    linear_combination hn + ((r / normalisation D r : ℝ) : ℂ) ^ 2 * he
  · have hE : (energy D r : ℂ) ^ 2 = (D : ℂ) ^ 2 + (r : ℂ) ^ 2 := by
      exact_mod_cast (energy_spec D r hr).1
    ext i
    fin_cases i
    · simp [hamiltonian, adiabaticState, Matrix.mulVec, dotProduct, Fin.sum_univ_two]
      linear_combination ((r : ℂ) ^ 2 / (normalisation D r : ℂ)) * he -
        (1 / (normalisation D r : ℂ)) * hE
    · simp [hamiltonian, adiabaticState, Matrix.mulVec, dotProduct, Fin.sum_univ_two]
      ring
```

## A constant connection

Only the second component depends on the angle, so

$$u'(\theta)=\begin{pmatrix}0\\ \dfrac rN\, i\,e^{i\theta}\end{pmatrix}.$$

The statement uses `HasDerivAt`, which says that the derivative exists and has this value. This matters because `deriv` would return zero by default for a function without a derivative. The proof differentiates the exponential by the chain rule and then treats the two components separately.

```lean
/-- The derivative of the adiabatic state with respect to the loop angle. -/
theorem hasDerivAt_adiabaticState (D r θ : ℝ) :
    HasDerivAt (adiabaticState D r)
      ![0, ((r / normalisation D r : ℝ) : ℂ) * (Complex.exp (θ * I) * I)] θ := by
  have he : HasDerivAt (fun x : ℝ => Complex.exp (x * I)) (Complex.exp (θ * I) * I) θ := by
    simpa using ((hasDerivAt_id' θ).ofReal_comp.mul_const I).cexp
  refine hasDerivAt_pi.2 fun i => ?_
  fin_cases i
  · exact hasDerivAt_const θ (((energy D r + D) / normalisation D r : ℝ) : ℂ)
  · exact he.const_mul ((r / normalisation D r : ℝ) : ℂ)
```

Inserting $u'$ into the overlap formula gives

$$A(\theta)=-i\,\frac rN e^{-i\theta}\,\frac rN\,i\,e^{i\theta}=\frac{r^2}{N^2}=\frac12\left(1-\frac DE\right).$$

The connection is thus the population of the diabatic state that carries the winding phase $e^{i\theta}$. The rewriting in the proof substitutes the derivative, the overlap and the population in turn; what remains is $e^{-i\theta}e^{i\theta}=1$ and $i^2=-1$.

```lean
/-- For positive coupling the Berry connection has the constant value `(1 - D/E)/2` along the loop.
-/
theorem berryConnection_eq (D r θ : ℝ) (hr : 0 < r) :
    berryConnection (adiabaticState D r) θ = (((1 - D / energy D r) / 2 : ℝ) : ℂ) := by
  have he : Complex.exp (-(θ * I)) * Complex.exp (θ * I) = 1 := by
    rw [← Complex.exp_add, neg_add_cancel, Complex.exp_zero]
  rw [berryConnection, (hasDerivAt_adiabaticState D r θ).deriv, adiabaticState_overlap,
    ← (populations D r hr).2, Complex.ofReal_pow]
  generalize ((r / normalisation D r : ℝ) : ℂ) = q
  linear_combination (-(I ^ 2) * q ^ 2) * he - q ^ 2 * Complex.I_sq
```

A constant integrates to its value times the length of the interval:

$$\gamma=2\pi\cdot\frac12\left(1-\frac DE\right)=\pi\left(1-\frac DE\right).$$

The theorem equates the complex integral with this real number, regarded as complex.

```lean
/-- For positive coupling the integral of `-i⟨u, u'⟩` over one turn of the loop is `π(1 - D/E)`. -/
theorem berryPhase_eq (D r : ℝ) (hr : 0 < r) :
    berryPhase (adiabaticState D r) = ((π * (1 - D / energy D r) : ℝ) : ℂ) := by
  simp only [berryPhase, berryConnection_eq D r _ hr]
  rw [intervalIntegral.integral_const, Complex.real_smul]
  push_cast
  ring
```

## The phase falls as $D$ increases

At $D=0$ the formula gives $\gamma=\pi$. For the monotonicity, take $a<b$ as two values of $D$ at the same $r$, with energies $E_a$ and $E_b$. The claim $a/E_a<b/E_b$ is equivalent to $bE_a-aE_b>0$. Multiplying by the positive sum $E_a+E_b$ gives

$$\begin{aligned}
(bE_a-aE_b)(E_a+E_b)&=bE_a^2-aE_b^2+(b-a)E_aE_b\\
&=b(a^2+r^2)-a(b^2+r^2)+(b-a)E_aE_b\\
&=(b-a)\left(r^2-ab+E_aE_b\right).
\end{aligned}$$

Since $ab\le|a||b|<E_aE_b$, the last bracket is positive, and so is the whole product. Hence $D/E$ increases strictly with $D$ and $\gamma$ decreases strictly.

In the proof, `hprod` is the bound on $ab$, `hfac` is the factorisation and `hlt` is the inequality between the ratios. `StrictAnti` covers all real $D$, negative values included. It is stated for the real part `.re`, so that the usual order of the real numbers applies; the preceding theorem shows that the phase is real, so nothing is lost.

```lean
/-- At fixed positive coupling the phase equals `π` for `D = 0` and is strictly decreasing
in the splitting `D`. -/
theorem berryPhase_strictAnti (r : ℝ) (hr : 0 < r) :
    berryPhase (adiabaticState 0 r) = π ∧
      StrictAnti fun D : ℝ => (berryPhase (adiabaticState D r)).re := by
  refine ⟨by rw [berryPhase_eq 0 r hr]; simp, fun a b hab => ?_⟩
  obtain ⟨ha, ha'⟩ := energy_spec a r hr
  obtain ⟨hb, hb'⟩ := energy_spec b r hr
  have hEa : 0 < energy a r := lt_of_le_of_lt (abs_nonneg a) ha'
  have hEb : 0 < energy b r := lt_of_le_of_lt (abs_nonneg b) hb'
  have hprod : a * b < energy a r * energy b r :=
    calc a * b ≤ |a * b| := le_abs_self _
      _ = |a| * |b| := abs_mul a b
      _ < energy a r * energy b r := mul_lt_mul'' ha' hb' (abs_nonneg a) (abs_nonneg b)
  -- multiplying by the sum of the energies exposes the factor `b - a`
  have hfac : (b * energy a r - a * energy b r) * (energy a r + energy b r) =
      (b - a) * (r ^ 2 - a * b + energy a r * energy b r) := by
    linear_combination b * ha - a * hb
  have hpos : 0 < (b * energy a r - a * energy b r) * (energy a r + energy b r) := by
    rw [hfac]
    exact mul_pos (by linarith) (by linarith [pow_pos hr 2])
  have hdiff := (mul_pos_iff_of_pos_right (add_pos hEa hEb)).1 hpos
  have hlt : a / energy a r < b / energy b r := by
    rw [div_lt_iff₀ hEa, div_mul_eq_mul_div, lt_div_iff₀ hEb]
    linarith
  simp only [berryPhase_eq _ _ hr, Complex.ofReal_re]
  nlinarith [mul_pos Real.pi_pos (sub_pos.2 hlt)]
```

## A sign change only at zero splitting

Write $x=D/E$. Then

$$e^{i\gamma}=e^{i\pi}e^{-i\pi x}=-e^{-i\pi x},$$

so $e^{i\gamma}=-1$ requires $e^{-i\pi x}=1$. The real part of this equation is $\cos(\pi x)=1$. Because $|D|<E$, the angle satisfies $|\pi x|<\pi$, and the only such angle with cosine one is zero. Hence $x=0$ and $D=0$. Conversely, $D=0$ gives $e^{i\pi}=-1$.

The proof splits off $e^{i\pi}$ through `hs`, takes real parts in `h2`, and bounds the ratio by `hlo` and `hhi`. The cosine lemma then forces the remaining angle to vanish.

The equivalence holds for a loop of constant $r$ and constant $D$ in a two-state model. Loops of other shapes, a splitting that varies with angle, and further electronic states are not treated.

```lean
/-- For positive coupling the geometric phase factor of one turn is `-1` exactly when the splitting
`D` is zero. -/
theorem phase_factor_eq_neg_one_iff (D r : ℝ) (hr : 0 < r) :
    Complex.exp (I * berryPhase (adiabaticState D r)) = -1 ↔ D = 0 := by
  have habs := (energy_spec D r hr).2
  have hE : 0 < energy D r := lt_of_le_of_lt (abs_nonneg D) habs
  rw [berryPhase_eq D r hr]
  constructor
  · intro h
    have hs : I * ((π * (1 - D / energy D r) : ℝ) : ℂ) =
        π * I + ((-(π * (D / energy D r)) : ℝ) : ℂ) * I := by
      push_cast
      ring
    rw [hs, Complex.exp_add, Complex.exp_pi_mul_I] at h
    have h1 : Complex.exp (((-(π * (D / energy D r)) : ℝ) : ℂ) * I) = 1 := by
      linear_combination -h
    have h2 := congrArg Complex.re h1
    rw [Complex.exp_ofReal_mul_I_re, Complex.one_re] at h2
    -- the remaining angle has cosine one and is smaller than a full turn, so it vanishes
    have hlo : -1 < D / energy D r := by
      rw [lt_div_iff₀ hE]
      linarith [(abs_lt.mp habs).1]
    have hhi : D / energy D r < 1 := by
      rw [div_lt_iff₀ hE]
      linarith [(abs_lt.mp habs).2]
    have hz := (Real.cos_eq_one_iff_of_lt_of_lt
      (by nlinarith [Real.pi_pos]) (by nlinarith [Real.pi_pos])).1 h2
    have hx : D / energy D r = 0 :=
      (mul_eq_zero.1 (neg_eq_zero.1 hz)).resolve_left Real.pi_ne_zero
    exact (div_eq_zero_iff.1 hx).resolve_right hE.ne'
  · intro h
    rw [h, zero_div, sub_zero, mul_one, mul_comm, Complex.exp_pi_mul_I]

end

end GappedConicalIntersection
```

```lean
#print axioms GappedConicalIntersection.adiabaticState_spec
#print axioms GappedConicalIntersection.berryPhase_strictAnti
#print axioms GappedConicalIntersection.phase_factor_eq_neg_one_iff
```

```
'GappedConicalIntersection.adiabaticState_spec' depends on axioms: [propext, Classical.choice, Quot.sound]
'GappedConicalIntersection.berryPhase_strictAnti' depends on axioms: [propext, Classical.choice, Quot.sound]
'GappedConicalIntersection.phase_factor_eq_neg_one_iff' depends on axioms: [propext, Classical.choice, Quot.sound]
```
